# The extrapolated central difference errs by at most $Mh^4/30$ when $|f^{(5)}|\le M$

"Five times differentiable" is taken here to mean that $f, f', \dots, f^{(4)}$ are differentiable at every real number. The fifth derivative then exists everywhere, but it need not be continuous. Its size is bounded by one constant $M$ on the whole line, which limits how sharply the fourth derivative can vary.

For a step $h>0$ let
$$D(h)=\frac{f(x+h)-f(x-h)}{2h}.$$
The claim is that, for every $x$,
$$\left|\frac{4D(h)-D(2h)}{3}-f'(x)\right|\le\frac{Mh^4}{30}.$$
If $f$ is an energy along a single coordinate and satisfies this global bound, the result controls the error of a force computed from four energies. An energy that diverges when two nuclei meet does not satisfy it. The argument below, however, uses $f$ only between $x-2h$ and $x+2h$, so for a given $x$ and $h$ it is enough that the differentiability and the bound hold on an open interval containing $[x-2h,x+2h]$. The Lean theorem assumes both on the whole line.

## Four derivatives in the step

Multiply the error by $12h$ and let the step vary. This gives the function
$$E(t)=8f(x+t)-8f(x-t)-f(x+2t)+f(x-2t)-12t\,f'(x),$$
and the error at step $h$ is $E(h)/(12h)$. Differentiating in $t$,
$$\begin{aligned}
E'(t)&=8f'(x+t)+8f'(x-t)-2f'(x+2t)-2f'(x-2t)-12f'(x),\\
E''(t)&=8f''(x+t)-8f''(x-t)-4f''(x+2t)+4f''(x-2t),\\
E'''(t)&=8f'''(x+t)+8f'''(x-t)-8f'''(x+2t)-8f'''(x-2t),\\
E^{(4)}(t)&=8f^{(4)}(x+t)-8f^{(4)}(x-t)-16f^{(4)}(x+2t)+16f^{(4)}(x-2t).
\end{aligned}$$
At $t=0$ the coefficients cancel in each of $E,E',E'',E'''$, so all four vanish there. The last line regroups into increments over adjacent intervals:
$$\begin{aligned}
E^{(4)}(t)=&-16\,[f^{(4)}(x+2t)-f^{(4)}(x+t)]-8\,[f^{(4)}(x+t)-f^{(4)}(x-t)]\\
&-16\,[f^{(4)}(x-t)-f^{(4)}(x-2t)].
\end{aligned}$$
The intervals have lengths $t$, $2t$ and $t$. By the mean value inequality, $|E^{(4)}(t)|\le(16+16+16)Mt=48Mt$ for $t\ge0$.

To descend from a derivative to its function, suppose $g(0)=0$ and $|g'(t)|\le c(n+1)t^n$ for $t\ge0$. Both $ct^{n+1}+g(t)$ and $ct^{n+1}-g(t)$ start at zero and have nonnegative slope, so $|g(t)|\le ct^{n+1}$. Four applications give
$$|E'''|\le24Mt^2,\quad |E''|\le8Mt^3,\quad |E'|\le2Mt^4,\quad |E|\le\tfrac25Mt^5.$$
Setting $t=h$ and dividing by $12h$ yields $Mh^4/30$.

In the limiting case $M=0$ the function is a polynomial of degree at most four, and the formula is exact for every step.

A single point at which $f$ is not differentiable can break the bound. For $f(y)=|y|$ all derivatives from the second on vanish away from $y=0$. At $x=h$, however, $D(h)=1$ and $D(2h)=1/2$, so the formula returns $7/6$ instead of the slope $1$, however small $h$ is.

## The difference formulas in Lean

```lean
import Mathlib

open Set

namespace ExtrapolatedCentralDifference

noncomputable section
```

The two numerical formulas are defined for any real function, with no smoothness built in.

```lean
/-- The central difference quotient of `f` at `x` with step `h`. -/
def centralDifference (f : ℝ → ℝ) (x h : ℝ) : ℝ :=
  (f (x + h) - f (x - h)) / (2 * h)

/-- The combination `(4 D(h) - D(2h)) / 3` of central differences with steps `h` and `2h`. -/
def extrapolatedDifference (f : ℝ → ℝ) (x h : ℝ) : ℝ :=
  (4 * centralDifference f x h - centralDifference f x (2 * h)) / 3
```

The sum `fivePoint` holds the terms of $E$ and its derivatives that are evaluated at the four moving points; the terms containing $f'(x)$ are written separately. Its arguments `a b c d` are the weights at $x+t$, $x-t$, $x+2t$ and $x-2t$.

```lean
/-- A weighted sum of the values of `u` at the points `x ± t` and `x ± 2t`. -/
def fivePoint (u : ℝ → ℝ) (x a b c d t : ℝ) : ℝ :=
  a * u (x + t) + b * u (x - t) + c * u (x + 2 * t) + d * u (x - 2 * t)
```

Differentiating in the step replaces `u` by `u'` and multiplies the weights by $1,-1,2,-2$. The proof establishes the chain rule once, for a point moving with velocity `k`, and uses it for these four velocities.

```lean
/-- The derivative of a weighted sum over the stencil with respect to the step is again
a weighted sum over the stencil, taken of the derivative `u'`. -/
theorem hasDerivAt_fivePoint {u u' : ℝ → ℝ} (hu : ∀ y, HasDerivAt u (u' y) y)
    (x a b c d t : ℝ) :
    HasDerivAt (fun s => fivePoint u x a b c d s)
      (fivePoint u' x a (-b) (2 * c) (-2 * d) t) t := by
  -- chain rule for a point moving with velocity `k`
  have key : ∀ k : ℝ, HasDerivAt (fun s => u (x + k * s)) (u' (x + k * t) * k) t := by
    intro k
    have hi : HasDerivAt (fun s : ℝ => x + k * s) k t :=
      (((hasDerivAt_id' t).const_mul k).const_add x).congr_deriv (mul_one k)
    have h0 : HasDerivAt u (u' (x + k * t)) ((fun s : ℝ => x + k * s) t) := hu _
    exact h0.comp t hi
  have h1 : HasDerivAt (fun s => u (x + s)) (u' (x + t)) t := by
    simpa only [one_mul, mul_one] using key 1
  have h2 : HasDerivAt (fun s => u (x - s)) (-u' (x - t)) t := by
    simpa only [neg_mul, one_mul, mul_neg, mul_one, ← sub_eq_add_neg] using key (-1)
  have h3 := key 2
  have h4 : HasDerivAt (fun s => u (x - 2 * s)) (-(u' (x - 2 * t) * 2)) t := by
    simpa only [neg_mul, mul_neg, ← sub_eq_add_neg] using key (-2)
  exact ((((h1.const_mul a).fun_add (h2.const_mul b)).fun_add (h3.const_mul c)).fun_add
    (h4.const_mul d)).congr_deriv (by unfold fivePoint; ring)
```

## From a bound on the slope to a bound on the function

The next lemma is the descent step. Inside it, `aux` shows that a function starting at zero with nonnegative slope stays nonnegative. It is applied to the sum and the difference of $ct^{n+1}$ and $g$.

```lean
/-- A function that vanishes at zero and whose rate of change is at most `c (n+1) tⁿ` in size
for `t ≥ 0` is itself at most `c tⁿ⁺¹` in size there. -/
theorem growth_bound {g g' : ℝ → ℝ} (c : ℝ) (n : ℕ) (hg : ∀ t, HasDerivAt g (g' t) t)
    (g0 : g 0 = 0) (hb : ∀ t, 0 ≤ t → |g' t| ≤ c * (n + 1) * t ^ n) :
    ∀ t, 0 ≤ t → |g t| ≤ c * t ^ (n + 1) := by
  -- a function starting at zero with nonnegative slope stays nonnegative
  have aux : ∀ q q' : ℝ → ℝ, (∀ s, HasDerivAt q (q' s) s) → q 0 = 0 →
      (∀ s, 0 ≤ s → 0 ≤ q' s) → ∀ t, 0 ≤ t → 0 ≤ q t := by
    intro q q' hq q0 hpos t ht
    have hm : MonotoneOn q (Ici 0) := by
      apply monotoneOn_of_deriv_nonneg (convex_Ici 0)
      · exact fun s _ => (hq s).continuousAt.continuousWithinAt
      · exact fun s _ => (hq s).differentiableAt.differentiableWithinAt
      · intro s hs
        rw [(hq s).deriv]
        exact hpos s (interior_subset hs)
    have h := hm (mem_Ici.2 le_rfl) (mem_Ici.2 ht) ht
    rwa [q0] at h
  have hP : ∀ s : ℝ, HasDerivAt (fun s : ℝ => c * s ^ (n + 1)) (c * (n + 1) * s ^ n) s :=
    fun s => ((hasDerivAt_pow (n + 1) s).const_mul c).congr_deriv
      (by rw [Nat.add_sub_cancel]; push_cast; ring)
  intro t ht
  have hl := aux _ _ (fun s => (hP s).fun_add (hg s)) (by simp [g0])
    (fun s hs => by linarith [(abs_le.1 (hb s hs)).1]) t ht
  have hr := aux _ _ (fun s => (hP s).fun_sub (hg s)) (by simp [g0])
    (fun s hs => by linarith [(abs_le.1 (hb s hs)).2]) t ht
  exact abs_le.2 ⟨by linarith, by linarith⟩
```

## The error bound

The hypothesis `hf` says that the iterated derivatives of orders 0 to 4 are differentiable, and `hM` bounds the fifth. Both are needed, because Lean assigns the value zero to a derivative that does not exist: $|y|$ satisfies `hM` with $M=0$ but fails `hf`.

In the proof, `L` is the mean value inequality for $f^{(4)}$, and `b4` combines its three instances into $48Mt$. The steps `b3`, `b2`, `b1` and `b0` are the four descents, with `ring` checking the weights and the cancellations at zero. The identity `e` rewrites the error as $E(h)/(12h)$.

```lean
/-- For a five times differentiable `f` with fifth derivative at most `M` in size, the
extrapolated central difference misses the derivative by at most `M h⁴ / 30`. -/
theorem extrapolated_error_le {f : ℝ → ℝ} {M h : ℝ}
    (hf : ∀ k < 5, Differentiable ℝ (iteratedDeriv k f))
    (hM : ∀ y, |iteratedDeriv 5 f y| ≤ M) (hh : 0 < h) (x : ℝ) :
    |extrapolatedDifference f x h - deriv f x| ≤ M * h ^ 4 / 30 := by
  have hd : ∀ k < 5, ∀ y, HasDerivAt (iteratedDeriv k f) (iteratedDeriv (k + 1) f y) y := by
    intro k hk y
    rw [iteratedDeriv_succ]
    exact (hf k hk y).hasDerivAt
  have d0 : ∀ y, HasDerivAt (iteratedDeriv 0 f) (iteratedDeriv 1 f y) y := hd 0 (by norm_num)
  have d1 : ∀ y, HasDerivAt (iteratedDeriv 1 f) (iteratedDeriv 2 f y) y := hd 1 (by norm_num)
  have d2 : ∀ y, HasDerivAt (iteratedDeriv 2 f) (iteratedDeriv 3 f y) y := hd 2 (by norm_num)
  have d3 : ∀ y, HasDerivAt (iteratedDeriv 3 f) (iteratedDeriv 4 f y) y := hd 3 (by norm_num)
  have d4 : ∀ y, HasDerivAt (iteratedDeriv 4 f) (iteratedDeriv 5 f y) y := hd 4 (by norm_num)
  rw [iteratedDeriv_zero, iteratedDeriv_one] at d0
  rw [iteratedDeriv_one] at d1
  -- mean value inequality for the fourth derivative
  have L : ∀ a b, a ≤ b → |iteratedDeriv 4 f b - iteratedDeriv 4 f a| ≤ M * (b - a) := by
    intro a b hab
    have h := Convex.norm_image_sub_le_of_norm_hasDerivWithin_le (s := univ)
      (fun y _ => (d4 y).hasDerivWithinAt) (fun y _ => hM y) convex_univ
      (mem_univ a) (mem_univ b)
    rwa [Real.norm_eq_abs, Real.norm_eq_abs, abs_of_nonneg (sub_nonneg.2 hab)] at h
  -- three adjacent intervals bound the fourth derivative in the step
  have b4 : ∀ t, 0 ≤ t →
      |fivePoint (iteratedDeriv 4 f) x 8 (-8) (-16) 16 t| ≤ 48 * M * t := by
    intro t ht
    have p := abs_le.1 (L (x + t) (x + 2 * t) (by linarith))
    have q := abs_le.1 (L (x - t) (x + t) (by linarith))
    have r := abs_le.1 (L (x - 2 * t) (x - t) (by linarith))
    unfold fivePoint
    exact abs_le.2 ⟨by linarith [p.2, q.2, r.2], by linarith [p.1, q.1, r.1]⟩
  -- integrate the bound four times
  have b3 : ∀ t, 0 ≤ t →
      |fivePoint (iteratedDeriv 3 f) x 8 8 (-8) (-8) t| ≤ 24 * M * t ^ 2 :=
    growth_bound (24 * M) 1
      (fun t => (hasDerivAt_fivePoint d3 x 8 8 (-8) (-8) t).congr_deriv
        (show _ = fivePoint (iteratedDeriv 4 f) x 8 (-8) (-16) 16 t by unfold fivePoint; ring))
      (by simp only [fivePoint, mul_zero, add_zero, sub_zero]; ring)
      (fun t ht => (b4 t ht).trans_eq (by push_cast; ring))
  have b2 : ∀ t, 0 ≤ t →
      |fivePoint (iteratedDeriv 2 f) x 8 (-8) (-4) 4 t| ≤ 8 * M * t ^ 3 :=
    growth_bound (8 * M) 2
      (fun t => (hasDerivAt_fivePoint d2 x 8 (-8) (-4) 4 t).congr_deriv
        (show _ = fivePoint (iteratedDeriv 3 f) x 8 8 (-8) (-8) t by unfold fivePoint; ring))
      (by simp only [fivePoint, mul_zero, add_zero, sub_zero]; ring)
      (fun t ht => (b3 t ht).trans_eq (by push_cast; ring))
  have b1 : ∀ t, 0 ≤ t →
      |fivePoint (deriv f) x 8 8 (-2) (-2) t - 12 * deriv f x| ≤ 2 * M * t ^ 4 :=
    growth_bound (g := fun t => fivePoint (deriv f) x 8 8 (-2) (-2) t - 12 * deriv f x)
      (2 * M) 3
      (fun t => ((hasDerivAt_fivePoint d1 x 8 8 (-2) (-2) t).sub_const _).congr_deriv
        (show _ = fivePoint (iteratedDeriv 2 f) x 8 (-8) (-4) 4 t by unfold fivePoint; ring))
      (by simp only [fivePoint, mul_zero, add_zero, sub_zero]; ring)
      (fun t ht => (b2 t ht).trans_eq (by push_cast; ring))
  have b0 : ∀ t, 0 ≤ t →
      |fivePoint f x 8 (-8) (-1) 1 t - 12 * deriv f x * t| ≤ 2 / 5 * M * t ^ 5 :=
    growth_bound (g := fun t => fivePoint f x 8 (-8) (-1) 1 t - 12 * deriv f x * t)
      (2 / 5 * M) 4
      (fun t => ((hasDerivAt_fivePoint d0 x 8 (-8) (-1) 1 t).fun_sub
        ((hasDerivAt_id' t).const_mul (12 * deriv f x))).congr_deriv
        (show _ = fivePoint (deriv f) x 8 8 (-2) (-2) t - 12 * deriv f x by
          unfold fivePoint; ring))
      (by simp only [fivePoint, mul_zero, add_zero, sub_zero]; ring)
      (fun t ht => (b1 t ht).trans_eq (by push_cast; ring))
  have e : extrapolatedDifference f x h - deriv f x =
      (fivePoint f x 8 (-8) (-1) 1 h - 12 * deriv f x * h) / (12 * h) := by
    unfold extrapolatedDifference centralDifference fivePoint
    field_simp
    ring
  have hp : 0 < 12 * h := by positivity
  rw [e, abs_div, abs_of_pos hp, div_le_iff₀ hp]
  exact (b0 h hh.le).trans_eq (by ring)
```

## A quintic that attains the bound

For $f(y)=y^5$ one finds $D(k)=5x^4+10x^2k^2+k^4$. The $k^2$ terms cancel in the extrapolation, and the error is $(4-16)h^4/3=-4h^4$. Since $f^{(5)}=120$, its size equals $120h^4/30$, so the constant $1/30$ cannot be lowered. The theorem also confirms that the quintic satisfies both hypotheses; `next` computes its derivatives one order at a time.

```lean
/-- The function `y⁵` is five times differentiable with fifth derivative `120`, and its extrapolated
central difference has an error of absolute value exactly `120 h⁴ / 30` at every point. -/
theorem extrapolated_error_sharp {h : ℝ} (hh : 0 < h) (x : ℝ) :
    (∀ k < 5, Differentiable ℝ (iteratedDeriv k (fun y : ℝ => y ^ 5))) ∧
    (∀ y, iteratedDeriv 5 (fun y : ℝ => y ^ 5) y = 120) ∧
    |extrapolatedDifference (fun y => y ^ 5) x h - deriv (fun y : ℝ => y ^ 5) x| =
      120 * h ^ 4 / 30 := by
  have next : ∀ (k n : ℕ) (c : ℝ),
      iteratedDeriv k (fun y : ℝ => y ^ 5) = (fun y => c * y ^ (n + 1)) →
      iteratedDeriv (k + 1) (fun y : ℝ => y ^ 5) = fun y => c * (n + 1) * y ^ n := by
    intro k n c hk
    rw [iteratedDeriv_succ, hk]
    funext y
    exact ((hasDerivAt_pow (n + 1) y).const_mul c).deriv.trans
      (by rw [Nat.add_sub_cancel]; push_cast; ring)
  have e0 : iteratedDeriv 0 (fun y : ℝ => y ^ 5) = fun y => 1 * y ^ 5 := by
    rw [iteratedDeriv_zero]; funext y; ring
  have e1 : iteratedDeriv 1 (fun y : ℝ => y ^ 5) = fun y => 5 * y ^ 4 :=
    (next 0 4 1 e0).trans (by funext y; push_cast; ring)
  have e2 : iteratedDeriv 2 (fun y : ℝ => y ^ 5) = fun y => 20 * y ^ 3 :=
    (next 1 3 5 e1).trans (by funext y; push_cast; ring)
  have e3 : iteratedDeriv 3 (fun y : ℝ => y ^ 5) = fun y => 60 * y ^ 2 :=
    (next 2 2 20 e2).trans (by funext y; push_cast; ring)
  have e4 : iteratedDeriv 4 (fun y : ℝ => y ^ 5) = fun y => 120 * y ^ 1 :=
    (next 3 1 60 e3).trans (by funext y; push_cast; ring)
  have e5 : iteratedDeriv 5 (fun y : ℝ => y ^ 5) = fun _ => 120 :=
    (next 4 0 120 e4).trans (by funext y; push_cast; ring)
  refine ⟨?_, fun y => by rw [e5], ?_⟩
  · intro k hk
    interval_cases k
    · rw [e0]; fun_prop
    · rw [e1]; fun_prop
    · rw [e2]; fun_prop
    · rw [e3]; fun_prop
    · rw [e4]; fun_prop
  · have v : extrapolatedDifference (fun y => y ^ 5) x h - 5 * x ^ 4 = -(4 * h ^ 4) := by
      unfold extrapolatedDifference centralDifference
      field_simp
      ring
    rw [← iteratedDeriv_one, e1, v, abs_neg, abs_of_nonneg (by positivity)]
    ring
```

## Why the weights are $4/3$ and $-1/3$

On a cubic with leading coefficient $c_3$, the central difference with step $k$ exceeds the true slope by $c_3k^2$. Exactness of $aD(h)+bD(2h)$ therefore requires $a+b=1$ and $a+4b=0$, which has the single solution $a=4/3$, $b=-1/3$. The proof reads off these equations by testing $y$ and $y^3$ at $x=0$; the converse is direct substitution.

```lean
/-- A combination `a D(h) + b D(2h)` gives the exact slope of every cubic at every point
if and only if `a = 4/3` and `b = -1/3`. -/
theorem weights_unique {h : ℝ} (hh : h ≠ 0) (a b : ℝ) :
    (∀ c₀ c₁ c₂ c₃ x : ℝ,
      a * centralDifference (fun y => c₀ + c₁ * y + c₂ * y ^ 2 + c₃ * y ^ 3) x h +
      b * centralDifference (fun y => c₀ + c₁ * y + c₂ * y ^ 2 + c₃ * y ^ 3) x (2 * h) =
        c₁ + 2 * c₂ * x + 3 * c₃ * x ^ 2) ↔ a = 4 / 3 ∧ b = -1 / 3 := by
  -- on a cubic the central difference is off by `c₃ k²`
  have key : ∀ c₀ c₁ c₂ c₃ x k : ℝ, k ≠ 0 →
      centralDifference (fun y => c₀ + c₁ * y + c₂ * y ^ 2 + c₃ * y ^ 3) x k =
        c₁ + 2 * c₂ * x + c₃ * (3 * x ^ 2 + k ^ 2) := by
    intro c₀ c₁ c₂ c₃ x k hk
    unfold centralDifference
    field_simp
    ring
  have h2 : 2 * h ≠ 0 := mul_ne_zero two_ne_zero hh
  constructor
  · intro H
    have p := H 0 1 0 0 0
    have q := H 0 0 0 1 0
    rw [key _ _ _ _ _ h hh, key _ _ _ _ _ (2 * h) h2] at p q
    have s : a + b = 1 := by linear_combination p
    have r : (a + 4 * b) * h ^ 2 = 0 := by linear_combination q
    have r' := (mul_eq_zero.1 r).resolve_right (pow_ne_zero 2 hh)
    exact ⟨by linarith, by linarith⟩
  · rintro ⟨rfl, rfl⟩ c₀ c₁ c₂ c₃ x
    rw [key _ _ _ _ _ h hh, key _ _ _ _ _ (2 * h) h2]
    ring
```

## Errors in the function values

Suppose the available values $g$ differ from $f$ by at most $\varepsilon$ at every point. The weights $8,-8,-1,1$ have total size 18, so the extrapolated difference changes by at most $18\varepsilon/(12h)=3\varepsilon/(2h)$. The triangle inequality adds this to the previous bound, so $f$ must still be five times differentiable with $|f^{(5)}|\le M$; no smoothness is required of $g$. When $M$ and $\varepsilon$ are positive, decreasing $h$ shrinks the first term and enlarges the second. Rounding in the subtraction and division themselves is not modelled.

```lean
/-- If the computed values `g` deviate from `f` by at most `ε`, the extrapolated difference
of `g` misses the derivative of `f` by at most `M h⁴ / 30 + 3 ε / (2 h)`. -/
theorem noisy_error_le {f g : ℝ → ℝ} {M h ε : ℝ}
    (hf : ∀ k < 5, Differentiable ℝ (iteratedDeriv k f))
    (hM : ∀ y, |iteratedDeriv 5 f y| ≤ M) (hh : 0 < h)
    (hg : ∀ y, |g y - f y| ≤ ε) (x : ℝ) :
    |extrapolatedDifference g x h - deriv f x| ≤ M * h ^ 4 / 30 + 3 * ε / (2 * h) := by
  have e : extrapolatedDifference g x h - extrapolatedDifference f x h =
      fivePoint (fun y => g y - f y) x 8 (-8) (-1) 1 h / (12 * h) := by
    unfold extrapolatedDifference centralDifference fivePoint
    field_simp
    ring
  have hp : 0 < 12 * h := by positivity
  -- the four weights have total size 18
  have noise : |extrapolatedDifference g x h - extrapolatedDifference f x h| ≤
      3 * ε / (2 * h) := by
    have s : 3 * ε / (2 * h) * (12 * h) = 18 * ε := by
      field_simp
      ring
    rw [e, abs_div, abs_of_pos hp, div_le_iff₀ hp, s]
    have p := abs_le.1 (hg (x + h))
    have q := abs_le.1 (hg (x - h))
    have r := abs_le.1 (hg (x + 2 * h))
    have t := abs_le.1 (hg (x - 2 * h))
    unfold fivePoint
    exact abs_le.2 ⟨by linarith [p.1, q.2, r.2, t.1], by linarith [p.2, q.1, r.1, t.2]⟩
  have main := extrapolated_error_le hf hM hh x
  have tri := abs_sub_le (extrapolatedDifference g x h) (extrapolatedDifference f x h)
    (deriv f x)
  linarith

end

end ExtrapolatedCentralDifference
```

```lean
#print axioms ExtrapolatedCentralDifference.extrapolated_error_le
#print axioms ExtrapolatedCentralDifference.extrapolated_error_sharp
#print axioms ExtrapolatedCentralDifference.weights_unique
#print axioms ExtrapolatedCentralDifference.noisy_error_le
```

```
'ExtrapolatedCentralDifference.extrapolated_error_le' depends on axioms: [propext, Classical.choice, Quot.sound]
'ExtrapolatedCentralDifference.extrapolated_error_sharp' depends on axioms: [propext, Classical.choice, Quot.sound]
'ExtrapolatedCentralDifference.weights_unique' depends on axioms: [propext, Classical.choice, Quot.sound]
'ExtrapolatedCentralDifference.noisy_error_le' depends on axioms: [propext, Classical.choice, Quot.sound]
```
